# Impurity resistivity from s- and p-wave phase shifts, and its unitarity limit

One way to estimate the residual resistivity of a dilute alloy is to compute the phase shifts of a single impurity at the Fermi energy and convert them into a transport cross-section. Take a free-electron host and a spherical impurity whose scattering does not depend on spin. If only the s and p waves scatter, with real phase shifts \(d_0\) and \(d_1\), the conversion needs no numerical angular integral. At wave number \(k>0\) the transport cross-section is

\[
\sigma_{\rm tr}=\frac{4\pi}{k^2}\left(\sin^2(d_0-d_1)+2\sin^2 d_1\right).
\]

In the Drude model with independent impurities, this gives a ceiling on the resistivity. With \(n_i\) impurities and \(n\) electrons per unit volume, pure s-wave scattering cannot exceed

\[
\rho_u=\frac{4\pi\hbar}{e^2k}\,\frac{n_i}{n},
\]

and it reaches this value exactly when \(\cos d_0=0\). With both waves allowed the ceiling is \(3\rho_u\), reached by a resonant p wave without s-wave scattering.

```lean
import Mathlib

open Real

namespace UnitarityLimitResistivity

noncomputable section
```

## The amplitude and its two cross-sections

Let \(\theta\) be the scattering angle and \(u=\cos\theta\). A partial wave of angular momentum \(l\) contributes \((2l+1)e^{id_l}\sin d_l\,P_l(u)/k\) to the amplitude, where \(P_0=1\) and \(P_1=u\) are Legendre polynomials. Keeping \(l=0\) and \(l=1\) gives

\[
f(u)=\frac{e^{id_0}\sin d_0+3u\,e^{id_1}\sin d_1}{k}.
\]

Unitarity enters here: a real phase shift means elastic scattering, in which each partial wave keeps its flux. This form of the amplitude is taken as the definition; it is not derived from a Schrödinger equation. In Lean the phase shifts are arbitrary real numbers, and `amplitude k d0 d1` is a complex-valued function of `u`.

```lean
/-- Scattering amplitude of the s and p waves with phase shifts `d0`, `d1` at wave number `k`,
as a function of the cosine `u` of the scattering angle. -/
def amplitude (k d0 d1 u : ℝ) : ℂ :=
  (Complex.exp (d0 * Complex.I) * (Real.sin d0 : ℂ)
    + 3 * u * Complex.exp (d1 * Complex.I) * (Real.sin d1 : ℂ)) / k
```

The azimuthal angle contributes a factor \(2\pi\), so the total cross-section is

\[
\sigma_{\rm tot}=2\pi\int_{-1}^{1}|f(u)|^2\,du .
\]

The definition accepts any function `f` of `u`, and the integral is Mathlib's interval integral.

```lean
/-- Total cross-section of an axially symmetric amplitude. -/
def totalCrossSection (f : ℝ → ℂ) : ℝ :=
  2 * π * ∫ u in (-1 : ℝ)..1, ‖f u‖ ^ 2
```

Resistance depends on how much forward momentum is lost. An electron deflected through \(\theta\) keeps the fraction \(u\) of its forward momentum and loses \(1-u\), which gives the transport cross-section

\[
\sigma_{\rm tr}=2\pi\int_{-1}^{1}|f(u)|^2(1-u)\,du .
\]

```lean
/-- Transport cross-section: each scattering event is weighted by `1 - u`, the fraction of
forward momentum lost. -/
def transportCrossSection (f : ℝ → ℂ) : ℝ :=
  2 * π * ∫ u in (-1 : ℝ)..1, ‖f u‖ ^ 2 * (1 - u)
```

## From collision rate to resistivity

An electron of mass \(m\) moves at speed \(\hbar k/m\) and loses momentum at the rate \(\Gamma=n_i(\hbar k/m)\sigma\). The Drude formula then gives

\[
\rho=\frac{m\Gamma}{ne^2}=\frac{\hbar k}{e^2}\,\frac{n_i}{n}\,\sigma ,
\]

and the mass cancels. The formula is postulated. It stands for non-interacting carriers that share one wave number and scatter from impurities whose rates add, without interference between impurities.

```lean
/-- Drude resistivity `m Γ / (n e²)` for electrons of density `n`, with collision rate
`Γ = ni (hbar k / m) σ` on impurities of density `ni`. -/
def resistivity (hbar m e n ni k σ : ℝ) : ℝ :=
  m * (ni * (hbar * k / m) * σ) / (n * e ^ 2)
```

The natural unit is \(\rho_u\). The ratio \(n_i/n\) is the number of impurities per electron. The density \(n\) and the wave number \(k\) are independent inputs, so the free-electron relation between them is not imposed.

```lean
/-- The resistivity scale `4 π hbar (ni / n) / (e² k)`, with `ni / n` impurities per electron. -/
def unitarityResistivity (hbar e n ni k : ℝ) : ℝ :=
  4 * π * hbar * (ni / n) / (e ^ 2 * k)
```

## Interference in the differential cross-section

The numerator of \(f\) has real part \(\cos d_0\sin d_0+3u\cos d_1\sin d_1\) and imaginary part \(\sin^2d_0+3u\sin^2d_1\). In the sum of their squares, the pure s-wave terms are

\[
\sin^2d_0\,(\cos^2d_0+\sin^2d_0)=\sin^2d_0,
\]

and the pure p-wave terms give \(9u^2\sin^2d_1\) in the same way. The cross terms are

\[
6u\sin d_0\sin d_1(\cos d_0\cos d_1+\sin d_0\sin d_1)=6u\sin d_0\sin d_1\cos(d_0-d_1).
\]

Therefore

\[
|f(u)|^2=\frac{\sin^2d_0+6u\sin d_0\sin d_1\cos(d_0-d_1)+9u^2\sin^2d_1}{k^2}.
\]

The proof first establishes the split into real and imaginary parts as `h`. The final `linear_combination` uses \(\sin^2+\cos^2=1\) once for each phase shift, with the coefficients \(\sin^2d_0\) and \(9u^2\sin^2d_1\) seen above.

```lean
/-- The differential cross-section is the sum of an s-wave term, an interference term linear
in `u`, and a p-wave term quadratic in `u`. -/
theorem norm_sq_amplitude (k d0 d1 u : ℝ) :
    ‖amplitude k d0 d1 u‖ ^ 2 =
      (sin d0 ^ 2 + 6 * u * (sin d0 * sin d1 * cos (d0 - d1)) + 9 * u ^ 2 * sin d1 ^ 2)
        / k ^ 2 := by
  -- separate the numerator into real and imaginary parts
  have h : Complex.exp (d0 * Complex.I) * (Real.sin d0 : ℂ)
      + 3 * u * Complex.exp (d1 * Complex.I) * (Real.sin d1 : ℂ)
      = ((cos d0 * sin d0 + 3 * u * (cos d1 * sin d1) : ℝ) : ℂ)
        + ((sin d0 ^ 2 + 3 * u * sin d1 ^ 2 : ℝ) : ℂ) * Complex.I := by
    rw [Complex.exp_mul_I, Complex.exp_mul_I]
    push_cast
    ring
  rw [amplitude, h, Complex.sq_norm, Complex.normSq_div, Complex.normSq_add_mul_I,
    Complex.normSq_ofReal, ← pow_two k, cos_sub]
  congr 1
  linear_combination sin d0 ^ 2 * sin_sq_add_cos_sq d0
    + 9 * u ^ 2 * sin d1 ^ 2 * sin_sq_add_cos_sq d1
```

## Integrating over the scattering angle

Both cross-sections are now integrals of polynomials of degree at most three. For real coefficients \(a,b,c,d\),

\[
\int_{-1}^{1}(a+bu+cu^2+du^3)\,du
=\left[au+\frac b2u^2+\frac c3u^3+\frac d4u^4\right]_{-1}^{1}
=2a+\frac{2c}{3}.
\]

Lean differentiates the antiderivative term by term and applies the fundamental theorem of calculus.

```lean
/-- Integral over `u` from -1 to 1 of a polynomial of degree at most three: only the even powers of
`u` contribute. -/
theorem integral_cubic (a b c d : ℝ) :
    ∫ u in (-1 : ℝ)..1, (a + b * u + c * u ^ 2 + d * u ^ 3) = 2 * a + 2 * c / 3 := by
  have h : ∀ x ∈ Set.uIcc (-1 : ℝ) 1,
      HasDerivAt (fun y : ℝ => a * y + b / 2 * y ^ 2 + c / 3 * y ^ 3 + d / 4 * y ^ 4)
        (a + b * x + c * x ^ 2 + d * x ^ 3) x := by
    intro x _
    have h1 : HasDerivAt (fun y : ℝ => y) 1 x := hasDerivAt_id' x
    have h2 : HasDerivAt (fun y : ℝ => y ^ 2) (2 * x) x := by simpa using hasDerivAt_pow 2 x
    have h3 : HasDerivAt (fun y : ℝ => y ^ 3) (3 * x ^ 2) x := by
      simpa using hasDerivAt_pow 3 x
    have h4 : HasDerivAt (fun y : ℝ => y ^ 4) (4 * x ^ 3) x := by
      simpa using hasDerivAt_pow 4 x
    refine ((((h1.const_mul a).fun_add (h2.const_mul (b / 2))).fun_add
      (h3.const_mul (c / 3))).fun_add (h4.const_mul (d / 4))).congr_deriv ?_
    ring
  refine (intervalIntegral.integral_eq_sub_of_hasDerivAt h
    (Continuous.intervalIntegrable (by fun_prop) _ _)).trans ?_
  try beta_reduce
  ring
```

For the total cross-section, \(a=\sin^2d_0/k^2\) and the quadratic coefficient is \(9\sin^2d_1/k^2\). The interference term is odd in \(u\) and vanishes, leaving

\[
k^2\sigma_{\rm tot}=2\pi\,(2\sin^2d_0+6\sin^2d_1)=4\pi(\sin^2d_0+3\sin^2d_1).
\]

The theorem is stated for \(k^2\sigma_{\rm tot}\), and `hk2` supplies the cancellation of \(k^2\), which needs \(k\neq0\).

```lean
/-- In the total cross-section the s and p waves add without interference. -/
theorem total_cross_section (k d0 d1 : ℝ) (hk : 0 < k) :
    k ^ 2 * totalCrossSection (amplitude k d0 d1)
      = 4 * π * (sin d0 ^ 2 + 3 * sin d1 ^ 2) := by
  have h : ∀ u : ℝ, ‖amplitude k d0 d1 u‖ ^ 2 =
      sin d0 ^ 2 / k ^ 2 + 6 * (sin d0 * sin d1 * cos (d0 - d1)) / k ^ 2 * u
        + 9 * sin d1 ^ 2 / k ^ 2 * u ^ 2 + 0 * u ^ 3 := by
    intro u
    rw [norm_sq_amplitude]
    ring
  have hk2 : k ^ 2 * (k ^ 2)⁻¹ = 1 := mul_inv_cancel₀ (by positivity)
  simp only [totalCrossSection, h]
  rw [integral_cubic]
  simp only [div_eq_mul_inv]
  linear_combination 4 * π * (sin d0 ^ 2 + 3 * sin d1 ^ 2) * hk2
```

The weight \(1-u\) changes this. Write \(I=\sin d_0\sin d_1\cos(d_0-d_1)\). Multiplying out, the constant coefficient of \(k^2|f|^2(1-u)\) is \(\sin^2d_0\) and the quadratic coefficient is \(9\sin^2d_1-6I\), so the interference survives:

\[
k^2\sigma_{\rm tr}=2\pi\,(2\sin^2d_0+6\sin^2d_1-4I)=4\pi(\sin^2d_0+3\sin^2d_1-2I).
\]

To absorb \(I\), expand the square of the sine of the difference:

\[
\begin{aligned}
\sin^2(d_0-d_1)
&=\sin^2d_0\cos^2d_1+\cos^2d_0\sin^2d_1-2\sin d_0\sin d_1\cos d_0\cos d_1\\
&=\sin^2d_0+\sin^2d_1-2\sin d_0\sin d_1(\sin d_0\sin d_1+\cos d_0\cos d_1)\\
&=\sin^2d_0+\sin^2d_1-2I .
\end{aligned}
\]

The second line replaces each \(\cos^2\) by \(1-\sin^2\). Substitution gives

\[
k^2\sigma_{\rm tr}=4\pi\left(\sin^2(d_0-d_1)+2\sin^2d_1\right).
\]

In the proof, `h` collects the powers of \(u\) and `hid` is the trigonometric identity.

```lean
/-- The transport cross-section of s and p waves depends on the phase shifts through
`sin² (d0 - d1) + 2 sin² d1`. -/
theorem transport_cross_section (k d0 d1 : ℝ) (hk : 0 < k) :
    k ^ 2 * transportCrossSection (amplitude k d0 d1)
      = 4 * π * (sin (d0 - d1) ^ 2 + 2 * sin d1 ^ 2) := by
  have h : ∀ u : ℝ, ‖amplitude k d0 d1 u‖ ^ 2 * (1 - u) =
      sin d0 ^ 2 / k ^ 2
        + (6 * (sin d0 * sin d1 * cos (d0 - d1)) - sin d0 ^ 2) / k ^ 2 * u
        + (9 * sin d1 ^ 2 - 6 * (sin d0 * sin d1 * cos (d0 - d1))) / k ^ 2 * u ^ 2
        + (-(9 * sin d1 ^ 2) / k ^ 2) * u ^ 3 := by
    intro u
    rw [norm_sq_amplitude]
    ring
  -- the interference term combines with the squares into a phase difference
  have hid : sin (d0 - d1) ^ 2
      = sin d0 ^ 2 + sin d1 ^ 2 - 2 * (sin d0 * sin d1 * cos (d0 - d1)) := by
    rw [sin_sub, cos_sub]
    linear_combination sin d0 ^ 2 * sin_sq_add_cos_sq d1 + sin d1 ^ 2 * sin_sq_add_cos_sq d0
  have hk2 : k ^ 2 * (k ^ 2)⁻¹ = 1 := mul_inv_cancel₀ (by positivity)
  simp only [transportCrossSection, h]
  rw [integral_cubic, hid]
  simp only [div_eq_mul_inv]
  linear_combination 4 * π * (sin d0 ^ 2 + 3 * sin d1 ^ 2
    - 2 * (sin d0 * sin d1 * cos (d0 - d1))) * hk2
```

## The resistivity in units of \(\rho_u\)

Inserting the transport cross-section into the Drude formula gives

\[
\rho=\frac{\hbar k}{e^2}\frac{n_i}{n}\cdot\frac{4\pi}{k^2}\left(\sin^2(d_0-d_1)+2\sin^2d_1\right)
=\rho_u\left(\sin^2(d_0-d_1)+2\sin^2d_1\right).
\]

The theorem states this as a ratio. Its hypotheses make \(\hbar,m,e,n,n_i,k\) positive, so `e` is the magnitude of the charge. The auxiliary statement `key` carries out the cancellation of constants for an arbitrary angular factor `S`.

```lean
/-- The resistivity due to s and p waves, in units of `4 π hbar (ni / n) / (e² k)`, is `sin² (d0 -
d1) + 2 sin² d1`. -/
theorem resistivity_ratio (hbar m e n ni k d0 d1 : ℝ) (hh : 0 < hbar) (hm : 0 < m)
    (he : 0 < e) (hn : 0 < n) (hi : 0 < ni) (hk : 0 < k) :
    resistivity hbar m e n ni k (transportCrossSection (amplitude k d0 d1))
      / unitarityResistivity hbar e n ni k = sin (d0 - d1) ^ 2 + 2 * sin d1 ^ 2 := by
  have key : ∀ S : ℝ, resistivity hbar m e n ni k (4 * π * S / k ^ 2)
      / unitarityResistivity hbar e n ni k = S := by
    intro S
    have hpi := pi_pos
    unfold resistivity unitarityResistivity
    field_simp
  have hσ : transportCrossSection (amplitude k d0 d1)
      = 4 * π * (sin (d0 - d1) ^ 2 + 2 * sin d1 ^ 2) / k ^ 2 := by
    rw [eq_div_iff (by positivity)]
    linear_combination transport_cross_section k d0 d1 hk
  rw [hσ]
  exact key _
```

## The s-wave ceiling

Setting \(d_1=0\) leaves \(\rho=\rho_u\sin^2d_0\), so the distance from the ceiling is

\[
\rho_u-\rho=\rho_u\cos^2d_0\ge0 .
\]

Since \(\rho_u>0\), it vanishes exactly when \(\cos d_0=0\), that is, when \(d_0\) is an odd multiple of \(\pi/2\).

The theorem states the inequality and the equality condition together. After `hr` has rewritten the resistivity, `nlinarith` receives the product \(\rho_u\cos^2d_0\ge0\) as its hint. For the equality case, `h0` says that this product is zero, and the positive factor is removed.

```lean
/-- Unitarity limit: the resistivity due to s-wave scattering is at most `4 π hbar (ni / n) / (e²
k)`, with equality exactly when `cos d0 = 0`. -/
theorem s_wave_unitarity_limit (hbar m e n ni k d0 : ℝ) (hh : 0 < hbar) (hm : 0 < m)
    (he : 0 < e) (hn : 0 < n) (hi : 0 < ni) (hk : 0 < k) :
    resistivity hbar m e n ni k (transportCrossSection (amplitude k d0 0))
        ≤ unitarityResistivity hbar e n ni k ∧
      (resistivity hbar m e n ni k (transportCrossSection (amplitude k d0 0))
        = unitarityResistivity hbar e n ni k ↔ cos d0 = 0) := by
  have hX : 0 < unitarityResistivity hbar e n ni k := by
    unfold unitarityResistivity
    positivity
  have hr := resistivity_ratio hbar m e n ni k d0 0 hh hm he hn hi hk
  rw [div_eq_iff hX.ne', sub_zero, sin_zero, sin_sq] at hr
  rw [hr]
  -- the deficit from the limit is proportional to `cos² d0`
  refine ⟨by nlinarith [mul_nonneg hX.le (sq_nonneg (cos d0))], fun h => ?_, fun h => ?_⟩
  · have h0 : unitarityResistivity hbar e n ni k * cos d0 ^ 2 = 0 := by
      linear_combination -h
    exact pow_eq_zero_iff two_ne_zero |>.mp ((mul_eq_zero.mp h0).resolve_left hX.ne')
  · rw [h]
    ring
```

## The ceiling with both waves

For general phase shifts, replacing each \(\sin^2\) by \(1-\cos^2\) gives

\[
3\rho_u-\rho=\rho_u\left(\cos^2(d_0-d_1)+2\cos^2d_1\right)\ge0 .
\]

Equality requires both squares to vanish. If \(\cos d_1=0\), then \(\sin^2d_1=1\) and

\[
\cos(d_0-d_1)=\sin d_0\sin d_1 ,
\]

which is zero only if \(\sin d_0=0\). Conversely, \(\cos d_1=0\) and \(\sin d_0=0\) make both squares vanish. The maximum therefore belongs to a resonant p wave with no s-wave scattering. With the p wave at resonance the ratio is \(2+\cos^2d_0\), so adding s-wave scattering lowers the resistivity.

In Lean, `hc` and `hd` extract the two vanishing cosines from the zero sum. Multiplying the expanded `hd` by \(\sin d_1\) and using \(\sin^2d_1=1\) then isolates \(\sin d_0\).

```lean
/-- With s and p waves the resistivity is at most three times `4 π hbar (ni / n) / (e² k)`, with
equality exactly when `cos d1 = 0` and `sin d0 = 0`. -/
theorem s_p_wave_unitarity_limit (hbar m e n ni k d0 d1 : ℝ) (hh : 0 < hbar) (hm : 0 < m)
    (he : 0 < e) (hn : 0 < n) (hi : 0 < ni) (hk : 0 < k) :
    resistivity hbar m e n ni k (transportCrossSection (amplitude k d0 d1))
        ≤ 3 * unitarityResistivity hbar e n ni k ∧
      (resistivity hbar m e n ni k (transportCrossSection (amplitude k d0 d1))
        = 3 * unitarityResistivity hbar e n ni k ↔ cos d1 = 0 ∧ sin d0 = 0) := by
  have hX : 0 < unitarityResistivity hbar e n ni k := by
    unfold unitarityResistivity
    positivity
  have hr := resistivity_ratio hbar m e n ni k d0 d1 hh hm he hn hi hk
  rw [div_eq_iff hX.ne', sin_sq (d0 - d1), sin_sq d1] at hr
  rw [hr]
  -- the deficit is proportional to `cos² (d0 - d1) + 2 cos² d1`
  refine ⟨by nlinarith [mul_nonneg hX.le (sq_nonneg (cos (d0 - d1))),
    mul_nonneg hX.le (sq_nonneg (cos d1))], fun h => ?_, fun h => ?_⟩
  · have h0 : unitarityResistivity hbar e n ni k
        * (cos (d0 - d1) ^ 2 + 2 * cos d1 ^ 2) = 0 := by
      linear_combination -h
    have h1 := (mul_eq_zero.mp h0).resolve_left hX.ne'
    have hc : cos d1 = 0 := pow_eq_zero_iff two_ne_zero |>.mp
      (by nlinarith [sq_nonneg (cos (d0 - d1)), sq_nonneg (cos d1)])
    have hd : cos (d0 - d1) = 0 := pow_eq_zero_iff two_ne_zero |>.mp
      (by nlinarith [sq_nonneg (cos (d0 - d1)), sq_nonneg (cos d1)])
    refine ⟨hc, ?_⟩
    rw [cos_sub, hc] at hd
    have hs := sin_sq_add_cos_sq d1
    rw [hc] at hs
    linear_combination sin d1 * hd - sin d0 * hs
  · have hd : cos (d0 - d1) = 0 := by
      rw [cos_sub, h.1, h.2]
      ring
    rw [hd, h.1]
    ring

end

end UnitarityLimitResistivity
```

```lean
#print axioms UnitarityLimitResistivity.total_cross_section
#print axioms UnitarityLimitResistivity.s_wave_unitarity_limit
#print axioms UnitarityLimitResistivity.s_p_wave_unitarity_limit
```

```
'UnitarityLimitResistivity.total_cross_section' depends on axioms: [propext, Classical.choice, Quot.sound]
'UnitarityLimitResistivity.s_wave_unitarity_limit' depends on axioms: [propext, Classical.choice, Quot.sound]
'UnitarityLimitResistivity.s_p_wave_unitarity_limit' depends on axioms: [propext, Classical.choice, Quot.sound]
```

## Evaluating the resistivity from computed phase shifts

Once an impurity calculation has supplied the phase shifts in radians, the conversion takes two lines of Python, with the mathematical functions and physical constants already defined:

```python
ratio = sin(d0 - d1)**2 + 2*sin(d1)**2
rho = 4*pi*hbar*(ni/n)/(e**2*k) * ratio
```

In SI units, with densities in m⁻³ and \(k\) in m⁻¹, `rho` is in ohm metres. Shifting either phase by a multiple of \(\pi\) leaves the result unchanged, so the branch chosen by the phase-shift solver does not matter.

For \(d_0=\pi/2\) and \(d_1=\pi/6\), the ratio is \(3/4+1/2=5/4\). Using the total cross-section in place of the transport one would give \(1+3/4=7/4\), an overestimate by the factor \(7/5\). In this two-wave model a ratio above 3 signals an error in the evaluation. If d-wave scattering is not negligible, the truncated formula no longer applies and further terms are needed.
